# The hyperbolic sine of x is less than x cosh x for positive x

The lemma `sinh_lt_mul_cosh` says that sinh x < x cosh x for every real number x > 0. It is a plain inequality between real functions, and its statement contains no Hamiltonian, state or other physical model. The attempt considers the function y cosh y − sinh y and shows that it is strictly increasing on y ≥ 0, because its derivative y sinh y is positive for y > 0. Since the function is zero at y = 0, it is positive at x, and this is the inequality.

The failing Lean file:

```lean
import Mathlib

open Filter Topology

namespace SinhLtMulCosh

noncomputable section

/-- For `x > 0`, `sinh x` lies strictly below `x cosh x`. -/
theorem sinh_lt_mul_cosh {x : ℝ} (hx : 0 < x) : Real.sinh x < x * Real.cosh x := by
  have hmono : StrictMonoOn (fun y : ℝ => y * Real.cosh y - Real.sinh y) (Set.Ici 0) := by
    apply strictMonoOn_of_deriv_pos (convex_Ici 0)
    · exact ((continuous_id.mul Real.continuous_cosh).sub Real.continuous_sinh).continuousOn
    · intro y hy
      have hy' : 0 < y := by simpa using hy
      have hd : HasDerivAt (fun y : ℝ => y * Real.cosh y - Real.sinh y)
          (y * Real.sinh y) y := by
        convert ((hasDerivAt_id' y).fun_mul (Real.hasDerivAt_cosh y)).fun_sub
          (Real.hasDerivAt_sinh y) using 1
        ring
      rw [hd.deriv]
      exact mul_pos hy' (Real.sinh_pos_iff.2 hy')
  have h0 := hmono (Set.mem_Ici.2 le_rfl) (Set.mem_Ici.2 hx.le) hx
  simp at h0
  linarith

end

end SinhLtMulCosh
```

Lean reports:

```
Main.lean:20:8: error: `ring_nf` made no progress on the goal
```

After these edits no error is left:

```diff
@@ -15,8 +15,9 @@
       have hy' : 0 < y := by simpa using hy
       have hd : HasDerivAt (fun y : ℝ => y * Real.cosh y - Real.sinh y)
-          (y * Real.sinh y) y := by
-        convert ((hasDerivAt_id' y).fun_mul (Real.hasDerivAt_cosh y)).fun_sub
-          (Real.hasDerivAt_sinh y) using 1
-        ring
+          (y * Real.sinh y) y :=
+        (((hasDerivAt_id' y).fun_mul (Real.hasDerivAt_cosh y)).fun_sub
+          (Real.hasDerivAt_sinh y)).congr_deriv (by
+            show 1 * Real.cosh y + y * Real.sinh y - Real.cosh y = y * Real.sinh y
+            ring)
       rw [hd.deriv]
       exact mul_pos hy' (Real.sinh_pos_iff.2 hy')
```

Diagnosis. The error is at the `ring` that should finish the proof of the derivative `hd`. When `ring` cannot close a goal it falls back on `ring_nf`, and the message says that this too could change nothing.

The product and difference rules give the derivative as 1 · cosh y + y sinh y − cosh y, which `ring` can show equal to y sinh y. So `convert ... using 1` had not left `ring` that equation in a form it could work on. The message does not print the goal, so it does not tell us what was there instead.

The repair keeps the same derivative rules but drops `convert`, which matches two whole statements and leaves whatever differences it finds. `HasDerivAt.congr_deriv` asks only for a proof that the two derivative values are equal. The `show` line then writes that equality out in ordinary real arithmetic, and `ring` proves it.
